# Quantities that differ by the difference of a periodic flux have the same sum over a finite ring of grid points

On a periodic one-dimensional grid of $N \ge 1$ points, let $a$, $b$ and $g$ be real-valued functions with $a_i = b_i + (g_{i+1} - g_i)$ at every point, the indices being taken modulo $N$. The lemma states that $\sum_i a_i = \sum_i b_i$: the differences of the flux $g$ cancel round the ring, with no boundary term left over. The sums are plain sums over grid points, without a grid-spacing factor, and nothing further is assumed of the three functions. The attempt first shows that shifting the index by one leaves the sum of $g$ unchanged, then expands the sum of $a$ by the hypothesis and leaves the cancellation to `linarith`.

The first attempt, which Lean rejects:

```lean
import Mathlib

open Filter Topology

namespace SumEqOfFlux

noncomputable section

variable {N : ℕ} [NeZero N]

/-- Summation by parts: two grid quantities that differ by the difference of a periodic flux
have the same sum. -/
theorem sum_eq_of_flux (a b g : ZMod N → ℝ) (H : ∀ i, a i = b i + (g (i + 1) - g i)) :
    ∑ i, a i = ∑ i, b i := by
  have hg : ∑ i, g (i + 1) = ∑ i, g i := (Equiv.addRight (1 : ZMod N)).sum_comp g
  simp only [H, Finset.sum_add_distrib, Finset.sum_sub_distrib]
  linarith

end

end SumEqOfFlux
```

Messages:

```
Main.lean:15:80: error: Application type mismatch: The argument
  g
has type
  ZMod N → ℝ
but is expected to have type
  Finset (ZMod N)
in the application
  Equiv.Perm.sum_comp (Equiv.addRight 1) g
```

What went wrong. The error lies in how Lean resolves the dot notation in `(Equiv.addRight (1 : ZMod N)).sum_comp g`. The shift `Equiv.addRight 1` maps `ZMod N` to itself, and its type is given as `Equiv.Perm (ZMod N)`. Lean therefore picks `Equiv.Perm.sum_comp`, as the last line of the message shows. That lemma concerns sums over a chosen finite set, and its next explicit argument is that set, a `Finset (ZMod N)`. It was handed the function `g` instead, hence the type mismatch.

The repair writes the name `Equiv.sum_comp` in full, so the dot notation no longer chooses the lemma. This one takes an equivalence and a function, and says that composing the function with the equivalence does not change its sum over the whole finite type, which is what `hg` states. The shift can still be passed to it, because a permutation is by definition an equivalence of a type with itself. The rest of the proof is unchanged.

Fix (accepted with no message):

```diff
@@ -13,5 +13,5 @@
 theorem sum_eq_of_flux (a b g : ZMod N → ℝ) (H : ∀ i, a i = b i + (g (i + 1) - g i)) :
     ∑ i, a i = ∑ i, b i := by
-  have hg : ∑ i, g (i + 1) = ∑ i, g i := (Equiv.addRight (1 : ZMod N)).sum_comp g
+  have hg : ∑ i, g (i + 1) = ∑ i, g i := Equiv.sum_comp (Equiv.addRight (1 : ZMod N)) g
   simp only [H, Finset.sum_add_distrib, Finset.sum_sub_distrib]
   linarith
```
